# Omitting Jastrow ratios in a finite VMC model: the nonlocal energy error is second order in the Jastrow exponent

## Why isn't the error first order?

If I leave the Jastrow ratios out of the nonlocal pseudopotential in variational Monte Carlo (VMC), the energy I average is in general no longer the expectation value of the Hamiltonian in my trial state. The variational principle then gives me no protection, and the result could be too low without my noticing.

My trial function is a determinant part times a Jastrow factor, $\Psi=JD$. The nonlocal term needs the ratios $\Psi_y/\Psi_x$, and I would replace them by $D_y/D_x$ while still sampling $\Psi^2$. The local energies then change, in general, at first order in the Jastrow exponent. Yet I am told that the averaged error is second order, and that under a condition on the potential and the determinant part its sign is known. Where does the first-order part go, and what decides the sign?

## The first-order parts cancel in pairs

For a real symmetric potential $V$ on finitely many configurations, the first-order part cancels between $x\to y$ and $y\to x$. The sign of what remains is settled if all the products $V_{xy}D_xD_y$ with $x\neq y$ have the same sign.

Write $w_{xy}=V_{xy}D_xD_y$, which is symmetric in $x$ and $y$. Away from nodes, the two local energies are

$$e^{\rm full}_x=\frac{\sum_y V_{xy}J_yD_y}{J_xD_x},\qquad e^{\rm omit}_x=\frac{\sum_y V_{xy}D_y}{D_x}.$$

Let $N=\sum_x (J_xD_x)^2$, assumed nonzero. Averaging both over $(JD)^2$ gives

$$N E_{\rm full}=\sum_{x,y}w_{xy}J_xJ_y,\qquad N E_{\rm omit}=\sum_{x,y}w_{xy}J_x^2 .$$

Nodes do no harm, because their weight is zero. Exchanging the names $x$ and $y$ in the second sum, and using $w_{xy}=w_{yx}$, turns $J_x^2$ into $J_y^2$. Taking half of each version,

$$N E_{\rm omit}=\tfrac12\sum_{x,y}w_{xy}(J_x^2+J_y^2).$$

Subtracting $NE_{\rm full}$ completes the square, and dividing by $N$ gives

$$E_{\rm omit}-E_{\rm full}=\frac{\sum_{x,y}V_{xy}D_xD_y(J_x-J_y)^2}{2\sum_x(J_xD_x)^2}.$$

This holds for a Jastrow factor of any size. The diagonal of $V$, its local part, drops out because $J_x-J_x=0$.

If $w_{xy}\ge0$ for all $x\ne y$, every term of the numerator is nonnegative, so the omission cannot lower the energy. The error is zero exactly when every term is zero, that is, when $J_x=J_y$ for each pair with $w_{xy}\ne0$.

To see the order, take $J_x=e^{tu_x}$, with a fixed function $u$ and a real strength $t$. Since $(e^{tu_x}-e^{tu_y})/t\to u_x-u_y$ and $J_x\to1$ as $t\to0$,

$$\frac{E_{\rm omit}-E_{\rm full}}{t^2}\longrightarrow\frac{\sum_{x,y}V_{xy}D_xD_y(u_x-u_y)^2}{2\sum_xD_x^2}.$$

The first-order change that the omission makes in the local energies is $t\sum_yV_{xy}(D_y/D_x)(u_x-u_y)$. Weighted by $D_x^2$ and summed, it becomes $t\sum_{x,y}w_{xy}(u_x-u_y)$, which vanishes by antisymmetry.

The sign condition concerns $D$ as well as $V$: a positive $V_{xy}$ between configurations where $D$ has opposite signs makes $w_{xy}$ negative. Negative products can lower the energy. Take two configurations with $V_{12}=V_{21}=-1$, zero diagonal, $D=(1,1)$ and $J=(1,2)$. The full local energies are $-2$ and $-\tfrac12$, with weights $1$ and $4$, so $E_{\rm full}=(-2-2)/5=-\tfrac45$. Without the ratios both local energies are $-1$, so $E_{\rm omit}=-1$, which is lower.

Here is the Lean file. It proves the error formula, the sign result with its equality case, the limit and the numbers of the example. The first-order change of the individual local energies is derived only by hand, above.

```lean
import Mathlib

open Matrix Filter Topology

namespace JastrowOmission

variable {X : Type*} [Fintype X]

/-- The function `e` is a local energy of the nonlocal potential `V` for the wave function `Φ`:
away from the nodes of `Φ`, `e x` is the ratio of `(V Φ) x` to `Φ x`. -/
def IsLocalEnergy (V : Matrix X X ℝ) (Φ e : X → ℝ) : Prop :=
  ∀ x, Φ x ≠ 0 → e x * Φ x = (V *ᵥ Φ) x

/-- The number `E` is a mean of `e` over configurations weighted by `Ψ ^ 2`:
the weighted deviations from `E` cancel. -/
def IsVmcMean (Ψ e : X → ℝ) (E : ℝ) : Prop :=
  ∑ x, Ψ x ^ 2 * (e x - E) = 0

/-- The squared differences of `J` between pairs of configurations, summed with the
weights `V x y * D x * D y`. -/
def pairVariation (V : Matrix X X ℝ) (D J : X → ℝ) : ℝ :=
  ∑ x, ∑ y, V x y * D x * D y * (J x - J y) ^ 2

/-- For a symmetric potential, moving both Jastrow factors to the left of `V` changes the
quadratic form by half the pair variation of the Jastrow factor. -/
theorem quadratic_form_identity {V : Matrix X X ℝ} (hV : V.IsSymm) (D J : X → ℝ) :
    (J * D) ⬝ᵥ (V *ᵥ (J * D)) - (J ^ 2 * D) ⬝ᵥ (V *ᵥ D)
      = -(1 / 2) * pairVariation V D J := by
  have h1 : (J * D) ⬝ᵥ (V *ᵥ (J * D))
      = ∑ x, ∑ y, V x y * D x * D y * (J x * J y) := by
    simp only [dotProduct, Matrix.mulVec, Pi.mul_apply, Finset.mul_sum]
    exact Finset.sum_congr rfl fun x _ => Finset.sum_congr rfl fun y _ => by ring
  have h2 : (J ^ 2 * D) ⬝ᵥ (V *ᵥ D) = ∑ x, ∑ y, V x y * D x * D y * J x ^ 2 := by
    simp only [dotProduct, Matrix.mulVec, Pi.mul_apply, Pi.pow_apply, Finset.mul_sum]
    exact Finset.sum_congr rfl fun x _ => Finset.sum_congr rfl fun y _ => by ring
  -- symmetry of `V` lets the two configurations change roles
  have h3 : ∑ x, ∑ y, V x y * D x * D y * J x ^ 2
      = ∑ x, ∑ y, V x y * D x * D y * J y ^ 2 := by
    rw [Finset.sum_comm]
    refine Finset.sum_congr rfl fun a _ => Finset.sum_congr rfl fun b _ => ?_
    rw [hV.apply a b]
    ring
  have h4 : pairVariation V D J = ∑ x, ∑ y, V x y * D x * D y * J x ^ 2
      + ∑ x, ∑ y, V x y * D x * D y * J y ^ 2
      - 2 * ∑ x, ∑ y, V x y * D x * D y * (J x * J y) := by
    simp only [pairVariation, Finset.mul_sum, ← Finset.sum_add_distrib,
      ← Finset.sum_sub_distrib]
    exact Finset.sum_congr rfl fun x _ => Finset.sum_congr rfl fun y _ => by ring
  linarith

/-- If `E` is a mean, with weight `(J D) ^ 2`, of a local energy of `D` alone, then `E` times the
squared norm of `J D` is the inner product of `J ^ 2 D` with `V D`. -/
theorem mean_mul_norm {V : Matrix X X ℝ} {D J e : X → ℝ} {E : ℝ}
    (he : IsLocalEnergy V D e) (hE : IsVmcMean (J * D) e E) :
    E * ∑ x, (J * D) x ^ 2 = (J ^ 2 * D) ⬝ᵥ (V *ᵥ D) := by
  have hs : ∑ x, (J * D) x ^ 2 * e x = (J ^ 2 * D) ⬝ᵥ (V *ᵥ D) := by
    refine Finset.sum_congr rfl fun x _ => ?_
    by_cases hD : D x = 0
    · simp [hD]   -- nodes carry no weight
    · rw [← he x hD]
      simp only [Pi.mul_apply, Pi.pow_apply]
      ring
  unfold IsVmcMean at hE
  simp only [mul_sub, Finset.sum_sub_distrib, ← Finset.sum_mul] at hE
  linarith

/-- A nonzero wave function has positive squared norm. -/
theorem norm_pos {Ψ : X → ℝ} (h : Ψ ≠ 0) : 0 < ∑ x, Ψ x ^ 2 := by
  obtain ⟨x, hx⟩ := Function.ne_iff.mp h
  exact Finset.sum_pos' (fun i _ => sq_nonneg _)
    ⟨x, Finset.mem_univ x, lt_of_le_of_ne (sq_nonneg _) (Ne.symm (pow_ne_zero 2 hx))⟩

/-- For a symmetric potential and a nonzero wave function `J D`, the energy error made by
omitting the Jastrow ratios is the pair variation of `J` over twice the squared norm. -/
theorem jastrow_omission_error {V : Matrix X X ℝ} (hV : V.IsSymm) {D J eFull eOmit : X → ℝ}
    {EFull EOmit : ℝ} (hΨ : J * D ≠ 0)
    (hf : IsLocalEnergy V (J * D) eFull) (ho : IsLocalEnergy V D eOmit)
    (hF : IsVmcMean (J * D) eFull EFull) (hO : IsVmcMean (J * D) eOmit EOmit) :
    EOmit - EFull = pairVariation V D J / (2 * ∑ x, (J x * D x) ^ 2) := by
  have hN : 0 < ∑ x, (J x * D x) ^ 2 := norm_pos hΨ
  have h1 := mean_mul_norm ho hO
  -- the exact energy is the same lemma with a trivial Jastrow factor
  have h2 := mean_mul_norm (J := 1) hf (by rwa [one_mul])
  simp only [one_mul, one_pow] at h2
  have h3 := quadratic_form_identity hV D J
  simp only [Pi.mul_apply] at h1 h2
  rw [eq_div_iff (mul_pos two_pos hN).ne']
  linear_combination 2 * h1 - 2 * h2 - 2 * h3

/-- If `V x y * D x * D y` is nonnegative for distinct configurations, `V` is symmetric and
`J D` is nonzero, omitting the Jastrow ratios never lowers the energy, and leaves it unchanged
exactly when `J` agrees on every pair with `V x y * D x * D y` nonzero. -/
theorem omission_raises_energy {V : Matrix X X ℝ} (hV : V.IsSymm) {D J eFull eOmit : X → ℝ}
    {EFull EOmit : ℝ} (hΨ : J * D ≠ 0)
    (hf : IsLocalEnergy V (J * D) eFull) (ho : IsLocalEnergy V D eOmit)
    (hF : IsVmcMean (J * D) eFull EFull) (hO : IsVmcMean (J * D) eOmit EOmit)
    (hsgn : ∀ x y, x ≠ y → 0 ≤ V x y * D x * D y) :
    EFull ≤ EOmit ∧
      (EOmit = EFull ↔ ∀ x y, V x y * D x * D y ≠ 0 → J x = J y) := by
  have hN : 0 < 2 * ∑ x, (J x * D x) ^ 2 := mul_pos two_pos (norm_pos hΨ)
  have herr := jastrow_omission_error hV hΨ hf ho hF hO
  have ht : ∀ x y, 0 ≤ V x y * D x * D y * (J x - J y) ^ 2 := by
    intro x y
    by_cases h : x = y
    · subst h
      simp
    · exact mul_nonneg (hsgn x y h) (sq_nonneg _)
  have hrow : ∀ x, 0 ≤ ∑ y, V x y * D x * D y * (J x - J y) ^ 2 :=
    fun x => Finset.sum_nonneg fun y _ => ht x y
  have hS : 0 ≤ pairVariation V D J := Finset.sum_nonneg fun x _ => hrow x
  refine ⟨by linarith [div_nonneg hS hN.le], fun h x y hxy => ?_, fun h => ?_⟩
  · -- a vanishing sum of nonnegative terms vanishes term by term
    rw [h, sub_self] at herr
    have h0 : pairVariation V D J = 0 := (div_eq_zero_iff.mp herr.symm).resolve_right hN.ne'
    have hx := (Finset.sum_eq_zero_iff_of_nonneg fun x _ => hrow x).mp h0 x (Finset.mem_univ x)
    have hy := (Finset.sum_eq_zero_iff_of_nonneg fun y _ => ht x y).mp hx y (Finset.mem_univ y)
    exact sub_eq_zero.mp ((pow_eq_zero_iff two_ne_zero).mp ((mul_eq_zero.mp hy).resolve_left hxy))
  · have h0 : pairVariation V D J = 0 := by
      refine Finset.sum_eq_zero fun x _ => Finset.sum_eq_zero fun y _ => ?_
      by_cases hxy : V x y * D x * D y = 0
      · rw [hxy, zero_mul]
      · rw [h x y hxy]
        ring
    rw [h0, zero_div] at herr
    linarith

/-- For a symmetric potential, nonzero `D` and Jastrow factor `exp (t u)`, the omission error
divided by `t ^ 2` tends to the pair variation of `u` over twice the squared norm of `D`
as `t` tends to zero. -/
theorem omission_second_order {V : Matrix X X ℝ} (hV : V.IsSymm) {D : X → ℝ} (hD : D ≠ 0)
    (u : X → ℝ) {eFull : ℝ → X → ℝ} {eOmit : X → ℝ} {EFull EOmit : ℝ → ℝ}
    (hf : ∀ t, IsLocalEnergy V ((fun x => Real.exp (t * u x)) * D) (eFull t))
    (ho : IsLocalEnergy V D eOmit)
    (hF : ∀ t, IsVmcMean ((fun x => Real.exp (t * u x)) * D) (eFull t) (EFull t))
    (hO : ∀ t, IsVmcMean ((fun x => Real.exp (t * u x)) * D) eOmit (EOmit t)) :
    Tendsto (fun t => (EOmit t - EFull t) / t ^ 2) (𝓝[≠] 0)
      (𝓝 (pairVariation V D u / (2 * ∑ x, D x ^ 2))) := by
  have hd : ∀ a : ℝ, HasDerivAt (fun t : ℝ => Real.exp (t * a)) a 0 := by
    intro a
    simpa using (hasDerivAt_mul_const (x := (0 : ℝ)) a).exp
  -- difference quotients of the Jastrow factor tend to differences of `u`
  have hq : ∀ x y, Tendsto (fun t : ℝ => (Real.exp (t * u x) - Real.exp (t * u y)) / t)
      (𝓝[≠] 0) (𝓝 (u x - u y)) := by
    intro x y
    refine ((hd (u x)).fun_sub (hd (u y))).tendsto_slope_zero.congr fun t => ?_
    simp only [zero_add, zero_mul, sub_self, sub_zero, smul_eq_mul]
    ring
  have hS : Tendsto (fun t : ℝ => ∑ x, ∑ y, V x y * D x * D y *
      ((Real.exp (t * u x) - Real.exp (t * u y)) / t) ^ 2)
      (𝓝[≠] 0) (𝓝 (pairVariation V D u)) := by
    unfold pairVariation
    exact tendsto_finsetSum _ fun x _ => tendsto_finsetSum _ fun y _ =>
      ((hq x y).pow 2).const_mul _
  have hN : Tendsto (fun t : ℝ => 2 * ∑ x, (Real.exp (t * u x) * D x) ^ 2)
      (𝓝[≠] 0) (𝓝 (2 * ∑ x, D x ^ 2)) := by
    have hc : Continuous (fun t : ℝ => 2 * ∑ x, (Real.exp (t * u x) * D x) ^ 2) :=
      continuous_const.mul (continuous_finsetSum _ fun x _ => by fun_prop)
    have h := hc.tendsto 0
    simp only [zero_mul, Real.exp_zero, one_mul] at h
    exact h.mono_left nhdsWithin_le_nhds
  have key : ∀ t : ℝ, (∑ x, ∑ y, V x y * D x * D y *
      ((Real.exp (t * u x) - Real.exp (t * u y)) / t) ^ 2) /
      (2 * ∑ x, (Real.exp (t * u x) * D x) ^ 2) = (EOmit t - EFull t) / t ^ 2 := by
    intro t
    have hΨ : (fun x => Real.exp (t * u x)) * D ≠ 0 := by
      intro h
      refine hD (funext fun x => ?_)
      have hx := congrFun h x
      simpa [Real.exp_ne_zero] using hx
    have herr : EOmit t - EFull t = pairVariation V D (fun x => Real.exp (t * u x)) /
        (2 * ∑ x, (Real.exp (t * u x) * D x) ^ 2) :=
      jastrow_omission_error hV hΨ (hf t) ho (hF t) (hO t)
    have hsum : ∑ x, ∑ y, V x y * D x * D y *
        ((Real.exp (t * u x) - Real.exp (t * u y)) / t) ^ 2
        = pairVariation V D (fun x => Real.exp (t * u x)) / t ^ 2 := by
      unfold pairVariation
      rw [Finset.sum_div]
      refine Finset.sum_congr rfl fun x _ => ?_
      rw [Finset.sum_div]
      exact Finset.sum_congr rfl fun y _ => by ring
    rw [herr, hsum, div_right_comm]
  exact (hS.div hN (mul_pos two_pos (norm_pos hD)).ne').congr key

/-- Two configurations with coupling `-1`, `D = (1, 1)` and `J = (1, 2)`: the exact
nonlocal energy is `-4/5`, and omitting the Jastrow ratios gives `-1`. -/
theorem negative_coupling_witness :
    (!![0, -1; -1, 0] : Matrix (Fin 2) (Fin 2) ℝ).IsSymm ∧
    IsLocalEnergy !![0, -1; -1, 0] (![1, 2] * ![1, 1]) ![-2, -1 / 2] ∧
    IsLocalEnergy !![0, -1; -1, 0] ![1, 1] ![-1, -1] ∧
    IsVmcMean (![1, 2] * ![1, 1]) ![-2, -1 / 2] (-4 / 5) ∧
    IsVmcMean (![1, 2] * ![1, 1]) ![-1, -1] (-1) := by
  refine ⟨Matrix.IsSymm.ext fun i j => ?_, fun x _ => ?_, fun x _ => ?_, ?_, ?_⟩
  · fin_cases i <;> fin_cases j <;> simp
  · fin_cases x <;> norm_num [Matrix.mulVec, dotProduct, Fin.sum_univ_two]
  · fin_cases x <;> norm_num [Matrix.mulVec, dotProduct, Fin.sum_univ_two]
  · norm_num [IsVmcMean, Fin.sum_univ_two]
  · norm_num [IsVmcMean, Fin.sum_univ_two]

end JastrowOmission
```

```lean
#print axioms JastrowOmission.jastrow_omission_error
#print axioms JastrowOmission.omission_raises_energy
#print axioms JastrowOmission.omission_second_order
```

```
'JastrowOmission.jastrow_omission_error' depends on axioms: [propext, Classical.choice, Quot.sound]
'JastrowOmission.omission_raises_energy' depends on axioms: [propext, Classical.choice, Quot.sound]
'JastrowOmission.omission_second_order' depends on axioms: [propext, Classical.choice, Quot.sound]
```

## Local energies and means without division

The finite type `X` is the set of configurations, the matrix `V` is the nonlocal potential, and `D` and `J` are real functions on `X`. The product `J * D` is pointwise, `*ᵥ` applies a matrix to a vector, and `⬝ᵥ` is the real inner product.

`IsLocalEnergy V Φ e` says that $e_x\Phi_x=(V\Phi)_x$ wherever $\Phi_x\neq0$, and leaves $e$ free at nodes. With `Φ` equal to `J * D` this describes the full local energy; with `Φ` equal to `D` it describes the one without Jastrow ratios. `IsVmcMean Ψ e E` says that $\sum_x\Psi_x^2(e_x-E)=0$, so $\Psi$ need not be normalised. Both means use the weight of `J * D`: only the local energy changes, not the sampling. If `J * D` were zero, every number would be a mean, and the hypothesis `J * D ≠ 0` excludes this.

`pairVariation V D J` is the numerator of the error formula, summed over ordered pairs, which accounts for the factor 2 in the denominator. The main statements are these:

- `quadratic_form_identity` is the identity between the two quadratic forms, with no condition on nodes or norms.
- `jastrow_omission_error` is the exact error formula.
- `omission_raises_energy` adds the sign condition for distinct configurations, and gives both the inequality and the equality case.
- `omission_second_order` is the limit for $J=e^{tu}$ with nonzero `D`. `EOmit` depends on `t` because the sampled weight does. The limit may be zero, in which case the error is smaller than second order.
- `negative_coupling_witness` verifies the symmetry, local energies and means of the two-configuration example.

The energies are those of `V` alone. If the kinetic and other terms are evaluated in the same way in both calculations, they cancel from the difference. The model has real functions, a finite configuration set and exact averages. It therefore leaves out continuous electron coordinates, the angular quadrature of a real effective core potential, statistical noise and the projection step of diffusion Monte Carlo. Symmetry of `V` is assumed; it stands for a Hermitian potential with real matrix elements.

Within this finite model, the formula tells a simulation what it risks by skipping Jastrow evaluations at the displaced electron positions: the bias comes only from pairs of configurations that the potential couples and between which $J$ differs.

## From the double sum to the limit

In `quadratic_form_identity`, `h1` and `h2` expand the two inner products into double sums over $w_{xy}$. Step `h3` is the exchange of names: `Finset.sum_comm` swaps the sums, and `hV.apply a b` uses the symmetry of `V`. Step `h4` expands the square in `pairVariation`, and `linarith` combines the four equations.

`mean_mul_norm` converts a sampled mean into a quadratic form. It treats each configuration separately: at a node of `D` both sides vanish, and elsewhere the local-energy equation replaces $e_xD_x$ by $(VD)_x$. The lemma gives $NE_{\rm omit}$ directly. It also gives $NE_{\rm full}$, by taking `J * D` as the determinant part and the constant 1 as the Jastrow factor.

`norm_pos` shows that $N>0$, since a nonzero function has at least one positive square. `jastrow_omission_error` can then multiply through by $2N$, and `linear_combination` adds up the two means and the quadratic-form identity.

For `omission_raises_energy`, `ht` shows that each term is nonnegative, treating $x=y$ separately because the sign condition says nothing there. The sums over $y$ and then over $x$ are therefore nonnegative too. In the equality case, `Finset.sum_eq_zero_iff_of_nonneg` is applied twice, first to the outer sum and then to the inner one, which makes each individual term zero. A nonzero $w_{xy}$ then forces $J_x=J_y$. The converse puts zero into every term.

In `omission_second_order`, `hd` gives the derivative of $e^{ta}$ at $t=0$, and `hq` turns it into the limit of the difference quotients. `hS` carries that limit through the squares and finite sums, while `hN` obtains the limit of the denominator by continuity. The equation `key` applies the exact error formula at each `t` and moves the factor $1/t^2$ inside the squares. Dividing the two limits is allowed because $2\sum_xD_x^2>0$. The notation `𝓝[≠] 0` means that `t` approaches zero without being equal to it.

The example is checked entry by entry: `fin_cases` runs through the two configurations, and `norm_num` does the arithmetic.
